# The spin-asymmetry parameter of a stretched nucleon state is $l/(2l+3)$

A calculated hyperfine constant can be corrected for the spread of magnetisation over the nucleus with a model in which a single valence nucleon carries the nuclear spin. That model contains an angular coefficient for the nucleon's spin. When the nuclear spin is $I=l+\tfrac12$, a code can read this coefficient from a closed formula in $I$ instead of integrating over the nucleon's angular density.

Here $l=0,1,2,\dots$ is the orbital angular momentum of the nucleon. In the state with $I=l+\tfrac12$ and maximal projection $m_I=I$, called the stretched state, the spin points up and the orbital has projection $l$. With $\theta$ the polar angle of the nucleon and $u=\cos\theta$, the angular density is proportional to $(1-u^2)^l$. Writing $\langle\cdot\rangle_l$ for the mean over $[-1,1]$ with this weight, the identities are

$$
\langle u^2\rangle_l=\frac{1}{2l+3},\qquad
\zeta_l:=-\Big\langle \frac{3u^2-1}{2}\Big\rangle_l=\frac{l}{2l+3}=\frac{2I-1}{4(I+1)} .
$$

The number $\zeta_l$ is the spin-asymmetry parameter.

## The coefficient in a magnetisation-distribution correction

Inside the nucleus the magnetic field of the electron varies with position, so the nucleon's spin enters the interaction in two ways: through the spin vector $\mathbf s$ itself, and through the vector

$$
\mathbf t=\tfrac12\big[\mathbf s-3\,\hat{\mathbf r}\,(\hat{\mathbf r}\cdot\mathbf s)\big],
$$

where $\hat{\mathbf r}$ is the unit vector from the nuclear centre to the nucleon. The asymmetry parameter is the ratio $\langle t_z\rangle/\langle s_z\rangle$. For spin up, in units of $\hbar$, $\langle s_z\rangle=\tfrac12$, and at a fixed direction the spin average of $\hat{\mathbf r}\cdot\mathbf s$ is $\tfrac12\cos\theta$. The ratio is therefore the angular mean of $(1-3\cos^2\theta)/2$, which explains the minus sign in the definition of $\zeta_l$.

In a code, the formula supplies this coefficient once the valence orbital has been assigned. It also gives an exact target for a routine that computes the same mean by angular quadrature:

| $l$ | $I$ | $\langle u^2\rangle_l$ | $\zeta_l$ |
|---|---|---|---|
| 0 | 1/2 | 1/3 | 0 |
| 1 | 3/2 | 1/5 | 1/5 |
| 2 | 5/2 | 1/7 | 2/7 |
| 3 | 7/2 | 1/9 | 1/3 |

The expression in $I$ belongs to the coupling $I=l+\tfrac12$. A routine that receives only $I$ must also know which coupling applies, because the ratio $\langle t_z\rangle/\langle s_z\rangle$ has a different value when $I=l-\tfrac12$.

## From a vanishing boundary term to the asymmetry

Up to normalisation, the stretched orbital is $\sin^l\theta\,e^{il\varphi}$, with $\varphi$ the azimuthal angle. The phase has modulus one, so the squared modulus is

$$
\sin^{2l}\theta=(1-\cos^2\theta)^l=(1-u^2)^l .
$$

The surface element $\sin\theta\,d\theta\,d\varphi$ becomes $du\,d\varphi$ on $[-1,1]\times[0,2\pi]$, and the $\varphi$ integral cancels between the numerator and denominator of a mean. Define

$$
M_k=\int_{-1}^{1}u^{2k}(1-u^2)^l\,du,\qquad k=0,1,2,\dots
$$

The total weight $M_0$ is positive, since its integrand is positive on the open interval. The normalised orbital is $\sin^l\theta\,e^{il\varphi}/\sqrt{2\pi M_0}$, and the normalised density in $u$ is $(1-u^2)^l/M_0$.

Differentiate a product that vanishes at both endpoints:

$$
\begin{aligned}
\frac{d}{du}\Big[u^{2k+1}(1-u^2)^{l+1}\Big]
&=(2k+1)u^{2k}(1-u^2)^{l+1}-2(l+1)u^{2k+2}(1-u^2)^l\\
&=(1-u^2)^l\Big[(2k+1)u^{2k}-(2k+2l+3)u^{2k+2}\Big].
\end{aligned}
$$

The second line uses $(1-u^2)^{l+1}=(1-u^2)^l(1-u^2)$ and adds the coefficients $2k+1$ and $2l+2$. The exponent $l+1$ is at least one, so the boundary values are zero even for $l=0$. Integration gives

$$
(2k+2l+3)\,M_{k+1}=(2k+1)\,M_k .
$$

Dividing by $M_0$ and iterating from $\langle u^0\rangle_l=1$ gives every even moment:

$$
\langle u^{2k}\rangle_l=\prod_{j=0}^{k-1}\frac{2j+1}{2j+2l+3}.
$$

For $k=1$ only the factor $j=0$ is present, and $\langle u^2\rangle_l=1/(2l+3)$. By linearity,

$$
\zeta_l=\frac12-\frac32\,\frac{1}{2l+3}
=\frac{(2l+3)-3}{2(2l+3)}=\frac{l}{2l+3}.
$$

With $l=I-\tfrac12$, the numerator is $(2I-1)/2$ and the denominator is $2I+2$, which gives $(2I-1)/(4(I+1))$. The form $\tfrac12-\tfrac32/(2l+3)$ also shows that $\zeta_l\to\tfrac12$ as $l\to\infty$: the density contracts towards the equator $u=0$, where $-(3u^2-1)/2$ equals $\tfrac12$.

### The fourth Legendre polynomial

The same recursion gives the next multipole of the density. At $k=2$ the moment formula reads $\langle u^4\rangle_l=3/[(2l+3)(2l+5)]$. Inserting this and $\langle u^2\rangle_l$ into $P_4(u)=(35u^4-30u^2+3)/8$ yields

$$
\langle P_4\rangle_l=\frac{3l(l-1)}{2(2l+3)(2l+5)} .
$$

It vanishes for $l=0$ and $l=1$, as it must, because the density is then a polynomial of degree at most two in $u$. The fourth moment is an instance of a theorem in the file below, whereas its combination into $P_4$ is a calculation by hand.

## The Lean file

```lean
import Mathlib

open MeasureTheory Filter Topology

namespace StretchedNucleonSpinAsymmetry

noncomputable section

/-- The unnormalised orbital of a nucleon with orbital angular momentum `l` and maximal
projection `m = l`, as a function of the polar angles. -/
def stretchedOrbital (l : ℕ) (θ φ : ℝ) : ℂ :=
  ((Real.sin θ : ℝ) : ℂ) ^ l * Complex.exp (((l * φ : ℝ) : ℂ) * Complex.I)

/-- The angular weight `(1 - u²)^l` in the variable `u = cos θ`. -/
def angularWeight (l : ℕ) (u : ℝ) : ℝ := (1 - u ^ 2) ^ l

/-- The mean of `f (cos θ)` over the sphere with the angular weight of the stretched state. -/
def angularMean (l : ℕ) (f : ℝ → ℝ) : ℝ :=
  (∫ u in (-1 : ℝ)..1, f u * angularWeight l u) / ∫ u in (-1 : ℝ)..1, angularWeight l u

/-- The spin-asymmetry parameter of the stretched state: minus the mean of the second
Legendre polynomial of `cos θ`. -/
def spinAsymmetry (l : ℕ) : ℝ := -angularMean l (fun u => (3 * u ^ 2 - 1) / 2)

/-- The squared modulus of the stretched orbital is the angular weight at `u = cos θ`. -/
theorem stretchedOrbital_density (l : ℕ) (θ φ : ℝ) :
    ‖stretchedOrbital l θ φ‖ ^ 2 = angularWeight l (Real.cos θ) := by
  rw [stretchedOrbital, norm_mul, Complex.norm_exp_ofReal_mul_I, mul_one, norm_pow,
    Complex.norm_real, Real.norm_eq_abs, ← pow_mul, mul_comm l 2, pow_mul, sq_abs,
    angularWeight, Real.sin_sq]

/-- The total angular weight is positive. -/
theorem totalWeight_pos (l : ℕ) : 0 < ∫ u in (-1 : ℝ)..1, angularWeight l u := by
  have hc : Continuous (fun u : ℝ => angularWeight l u) := by
    unfold angularWeight
    fun_prop
  refine intervalIntegral.intervalIntegral_pos_of_pos_on (hc.intervalIntegrable _ _) ?_
    (by norm_num)
  intro u hu
  have h : 0 < 1 - u ^ 2 := by nlinarith [hu.1, hu.2]
  exact pow_pos h l

/-- With `M k` the integral of `u^(2k) (1 - u²)^l` over `[-1, 1]`, successive even moments satisfy
`(2k + 2l + 3) M (k + 1) = (2k + 1) M k`. -/
theorem moment_recursion (l k : ℕ) :
    (2 * (k : ℝ) + 2 * l + 3) * (∫ u in (-1 : ℝ)..1, u ^ (2 * (k + 1)) * angularWeight l u)
      = (2 * (k : ℝ) + 1) * ∫ u in (-1 : ℝ)..1, u ^ (2 * k) * angularWeight l u := by
  have hcont : ∀ (c : ℝ) (m : ℕ),
      Continuous (fun u : ℝ => c * (u ^ m * angularWeight l u)) := by
    intro c m
    unfold angularWeight
    fun_prop
  -- the derivative of a product that vanishes at both poles
  have hd : ∀ u : ℝ, HasDerivAt (fun x : ℝ => x ^ (2 * k + 1) * (1 - x ^ 2) ^ (l + 1))
      ((2 * (k : ℝ) + 1) * (u ^ (2 * k) * angularWeight l u)
        - (2 * (k : ℝ) + 2 * l + 3) * (u ^ (2 * (k + 1)) * angularWeight l u)) u := by
    intro u
    have h1 : HasDerivAt (fun x : ℝ => x ^ (2 * k + 1))
        (((2 * k + 1 : ℕ) : ℝ) * u ^ (2 * k)) u := by
      simpa using hasDerivAt_pow (2 * k + 1) u
    have h2 : HasDerivAt (fun x : ℝ => 1 - x ^ 2) (-(2 * u)) u := by
      simpa using (hasDerivAt_pow 2 u).const_sub 1
    refine (h1.fun_mul (h2.fun_pow (l + 1))).congr_deriv ?_
    simp only [angularWeight, add_tsub_cancel_right]
    push_cast
    ring
  have h0 : (∫ u in (-1 : ℝ)..1, ((2 * (k : ℝ) + 1) * (u ^ (2 * k) * angularWeight l u)
      - (2 * (k : ℝ) + 2 * l + 3) * (u ^ (2 * (k + 1)) * angularWeight l u))) = 0 := by
    rw [intervalIntegral.integral_eq_sub_of_hasDerivAt (fun u _ => hd u)
      (((hcont _ _).sub (hcont _ _)).intervalIntegrable _ _)]
    simp
  rw [intervalIntegral.integral_sub ((hcont _ _).intervalIntegrable _ _)
    ((hcont _ _).intervalIntegrable _ _), intervalIntegral.integral_const_mul,
    intervalIntegral.integral_const_mul] at h0
  linarith

/-- Every even moment of `cos θ` in the stretched state is a finite product of ratios of
odd numbers. -/
theorem mean_even_power (l k : ℕ) :
    angularMean l (fun u => u ^ (2 * k))
      = ∏ j ∈ Finset.range k, (2 * (j : ℝ) + 1) / (2 * (j : ℝ) + 2 * l + 3) := by
  have hW := totalWeight_pos l
  induction k with
  | zero => simp [angularMean, div_self hW.ne']
  | succ k ih =>
    have hr := moment_recursion l k
    have hp : 0 < 2 * (k : ℝ) + 2 * l + 3 := by positivity
    rw [Finset.prod_range_succ, ← ih]
    simp only [angularMean]
    rw [div_mul_div_comm, div_eq_div_iff hW.ne' (mul_pos hW hp).ne']
    linear_combination (∫ u in (-1 : ℝ)..1, angularWeight l u) * hr

/-- The mean of `cos² θ` in the stretched state is `1 / (2l + 3)`. -/
theorem mean_cos_sq (l : ℕ) :
    angularMean l (fun u => u ^ 2) = 1 / (2 * (l : ℝ) + 3) := by
  simpa using mean_even_power l 1

/-- The spin-asymmetry parameter of the stretched state is `l / (2l + 3)`. -/
theorem spinAsymmetry_eq (l : ℕ) : spinAsymmetry l = l / (2 * (l : ℝ) + 3) := by
  have hW := totalWeight_pos l
  have hc1 : Continuous (fun u : ℝ => 3 / 2 * (u ^ 2 * angularWeight l u)) := by
    unfold angularWeight
    fun_prop
  have hc2 : Continuous (fun u : ℝ => 1 / 2 * angularWeight l u) := by
    unfold angularWeight
    fun_prop
  -- split the Legendre polynomial into its quadratic and constant parts
  have hlin : (∫ u in (-1 : ℝ)..1, (3 * u ^ 2 - 1) / 2 * angularWeight l u)
      = 3 / 2 * (∫ u in (-1 : ℝ)..1, u ^ 2 * angularWeight l u)
        - 1 / 2 * ∫ u in (-1 : ℝ)..1, angularWeight l u := by
    rw [← intervalIntegral.integral_const_mul, ← intervalIntegral.integral_const_mul,
      ← intervalIntegral.integral_sub (hc1.intervalIntegrable _ _)
        (hc2.intervalIntegrable _ _)]
    apply intervalIntegral.integral_congr
    intro u _
    beta_reduce
    ring
  have hsq := mean_cos_sq l
  simp only [angularMean] at hsq
  rw [div_eq_iff hW.ne'] at hsq
  simp only [spinAsymmetry, angularMean]
  rw [hlin, hsq]
  generalize (∫ u in (-1 : ℝ)..1, angularWeight l u) = W at hW ⊢
  have hW' : W ≠ 0 := hW.ne'
  have h3 : 2 * (l : ℝ) + 3 ≠ 0 := by positivity
  field_simp
  ring

/-- For a nucleon in the stretched state with nuclear spin `I = l + 1/2`, the spin-asymmetry
parameter is `(2I - 1) / (4(I + 1))`. -/
theorem spinAsymmetry_nuclear_spin (l : ℕ) (I : ℝ) (hI : I = l + 1 / 2) :
    spinAsymmetry l = (2 * I - 1) / (4 * (I + 1)) := by
  have h3 : 2 * (l : ℝ) + 3 ≠ 0 := by positivity
  have h4 : 4 * ((l : ℝ) + 1 / 2 + 1) ≠ 0 := by positivity
  rw [spinAsymmetry_eq, hI, div_eq_div_iff h3 h4]
  ring

/-- The spin-asymmetry parameter of the stretched state tends to `1/2` as the orbital angular
momentum grows. -/
theorem spinAsymmetry_tendsto : Tendsto spinAsymmetry atTop (𝓝 (1 / 2)) := by
  have hlin : Tendsto (fun l : ℕ => 2 * (l : ℝ) + 3) atTop atTop :=
    tendsto_atTop_add_const_right _ _
      (tendsto_natCast_atTop_atTop.const_mul_atTop (by norm_num))
  have h := (hlin.const_div_atTop (3 / 2)).const_sub (1 / 2)
  rw [sub_zero] at h
  refine h.congr (fun l => ?_)
  have h3 : 2 * (l : ℝ) + 3 ≠ 0 := by positivity
  rw [spinAsymmetry_eq, eq_div_iff h3, sub_mul, div_mul_cancel₀ _ h3]
  ring

end

end StretchedNucleonSpinAsymmetry
```

```lean
#print axioms StretchedNucleonSpinAsymmetry.stretchedOrbital_density
-- 'StretchedNucleonSpinAsymmetry.stretchedOrbital_density' depends on axioms: [propext, Classical.choice, Quot.sound]
#print axioms StretchedNucleonSpinAsymmetry.spinAsymmetry_nuclear_spin
-- 'StretchedNucleonSpinAsymmetry.spinAsymmetry_nuclear_spin' depends on axioms: [propext, Classical.choice, Quot.sound]
#print axioms StretchedNucleonSpinAsymmetry.spinAsymmetry_tendsto
-- 'StretchedNucleonSpinAsymmetry.spinAsymmetry_tendsto' depends on axioms: [propext, Classical.choice, Quot.sound]
```

## Reading the definitions and theorems

`stretchedOrbital l θ φ` is the complex function $\sin^l\theta\,e^{il\varphi}$, without a normalisation factor. The argument `l` is a natural number, so $l=0$ is included, and the angles are arbitrary real numbers. `angularWeight l u` is $(1-u^2)^l$. The theorem `stretchedOrbital_density` states that the squared modulus of the orbital equals this weight at $u=\cos\theta$, for every pair of angles.

`angularMean l f` is the integral of $f(u)(1-u^2)^l$ over $[-1,1]$ divided by the integral of the weight. The division supplies the normalisation that the orbital lacks. `spinAsymmetry l` is minus this mean for the function $(3u^2-1)/2$, which fixes the sign convention: a density concentrated at the equator has positive asymmetry.

Three theorems carry the values used in a code. `mean_cos_sq` gives $1/(2l+3)$ for the mean of $u^2$, and `spinAsymmetry_eq` gives $l/(2l+3)$ for the asymmetry. `spinAsymmetry_nuclear_spin` takes a real number `I` with the hypothesis `hI : I = l + 1 / 2` and returns the formula in terms of nuclear spin. This hypothesis stands for the parallel coupling of spin and orbital angular momentum; it is supplied by the user and not derived from an angular-momentum algebra.

`mean_even_power` contains the product formula for all $k$, with `Finset.range k` running over $j=0,\dots,k-1$. For $k=0$ the product is empty and equals one. `spinAsymmetry_tendsto` states the limit $\tfrac12$ along the natural numbers.

## How the proof follows the integration by parts

`totalWeight_pos` proves $M_0>0$. It shows that $1-u^2$ is positive on the open interval, takes the power $l$, and applies a positivity theorem for interval integrals. The later proofs use this result whenever they clear the denominator of a mean.

`moment_recursion` is the central step. Its internal statement `hd` is the derivative displayed above: the power rule gives the two factors, the product rule combines them, and `ring` collects the coefficients. The statement `h0` applies the fundamental theorem of calculus, after which `simp` evaluates both boundary terms to zero. The integral is then split into its two parts, the constants are taken outside, and `linarith` rearranges the equation into the recursion. The continuity statement `hcont` provides the integrability that these operations require.

`mean_even_power` is an induction on $k$. The base case is $M_0/M_0=1$. In the step, `Finset.prod_range_succ` separates the last factor of the product, the induction hypothesis replaces the others by a mean, and cross-multiplication reduces the claim to the recursion multiplied by $M_0$. That multiple is the argument of `linear_combination`. `mean_cos_sq` follows by setting $k=1$.

In `spinAsymmetry_eq`, the statement `hlin` splits the Legendre integral into $\tfrac32M_1-\tfrac12M_0$. The second moment enters as $M_1=M_0/(2l+3)$, the total weight is replaced by a nonzero symbol `W`, and `field_simp` with `ring` completes the algebra. The theorem in terms of $I$ substitutes $l+\tfrac12$ and cross-multiplies. The limit is proved by rewriting the asymmetry as $\tfrac12-\tfrac32/(2l+3)$ and letting the denominator grow.

## From the theorems to a nucleus

The theorems hold for every natural $l$ and are exact statements about real integrals, with no truncation or rounding. A quadrature routine or a floating-point implementation of the formula has to be tested separately.

The link from the orbital to the one-dimensional mean is formalised at the level of the pointwise density. The change of variable from the sphere to $u$, and the cancellation of the azimuthal integral, belong to the derivation by hand. So does the identification of $\sin^l\theta\,e^{il\varphi}$ with the angular part of a state of orbital angular momentum $l$ and maximal projection.

Spin does not appear as an operator or a spinor in the file. The reduction of $\langle t_z\rangle/\langle s_z\rangle$ to a scalar angular mean relies on the pure spin-up character of the stretched state, and it enters through the definition of `spinAsymmetry`. The case $I=l-\tfrac12$, where both spin components contribute, is not treated.

The radial wavefunction of the nucleon is absent because it factors out of the angular mean. It returns in the full correction to the hyperfine constant, together with the electron's wavefunction inside the nucleus and the division of the magnetic moment into spin and orbital parts. Configuration mixing and polarisation of the nuclear core change the angular coefficient itself, so for a real nucleus $l/(2l+3)$ is a single-particle estimate, which assumes one valence nucleon in a pure orbital with $I=l+\tfrac12$.
